# Reversing the sign of a Hamiltonian term halfway cancels it at all times exactly when it commutes with the rest

A system evolves under the Hamiltonian `B + A` for a time t, and then under `B - A` for the same time. The theorem `refocusing_iff_commute` says that the result equals evolution under `B` alone for a time 2t, for every real t, exactly when `A` and `B` commute. Here `A` and `B` are time-independent complex matrices of finite size, not required to be Hermitian, and the propagator of `H` is exp(−itH), with ħ = 1. For the forward direction the attempt uses an earlier lemma, which gets the commutation by differentiating an identity between propagators. For the converse it uses the rule that the exponential of a sum of commuting matrices is the product of their exponentials.

In Lean, a first try:

```lean
import Mathlib

open Matrix Filter Topology
open scoped Kronecker

namespace RefocusingIffCommute

noncomputable section

variable {n : Type*} [Fintype n] [DecidableEq n]

/-- The propagator `exp(-itH)` of a time-independent Hamiltonian matrix `H`. -/
def propagator (H : Matrix n n ℂ) (t : ℝ) : Matrix n n ℂ :=
  NormedSpace.exp (t • ((-Complex.I) • H))

open scoped Matrix.Norms.Operator in
/-- The propagator obeys the Schrödinger equation `dU/dt = U (-iH)`. -/
theorem hasDerivAt_propagator (H : Matrix n n ℂ) (t : ℝ) :
    HasDerivAt (propagator H) (propagator H t * ((-Complex.I) • H)) t :=
  hasDerivAt_exp_smul_const (𝕂 := ℝ) ((-Complex.I) • H) t

open scoped Matrix.Norms.Operator in
/-- If evolution under `Q` and then under `P`, each for a time `t`, equals evolution under `P + Q`
for all `t` near some time `t₀`, then `P` and `Q` commute. -/
theorem commute_of_propagator_mul (P Q : Matrix n n ℂ) (t₀ : ℝ)
    (h : ∀ᶠ t in 𝓝 t₀, propagator P t * propagator Q t = propagator (P + Q) t) :
    P * Q = Q * P := by
  -- the first derivative shows that `P` commutes with the propagator of `Q`
  have h1 : ∀ᶠ t in 𝓝 t₀, ((-Complex.I) • P) * propagator Q t
      = propagator Q t * ((-Complex.I) • P) := by
    filter_upwards [h.eventually_nhds] with t ht
    have e : propagator P t * propagator Q t = propagator (P + Q) t := ht.self_of_nhds
    have d : propagator P t * ((-Complex.I) • P) * propagator Q t
        + propagator P t * (propagator Q t * ((-Complex.I) • Q))
        = propagator (P + Q) t * ((-Complex.I) • (P + Q)) :=
      ((hasDerivAt_propagator P t).fun_mul (hasDerivAt_propagator Q t)).unique
        ((hasDerivAt_propagator (P + Q) t).congr_of_eventuallyEq ht)
    rw [← e, smul_add] at d
    simp only [mul_add, mul_assoc] at d
    exact (Matrix.isUnit_exp _).mul_left_cancel (add_right_cancel d)
  -- the second derivative shows that `P` commutes with `Q`
  have d : ((-Complex.I) • P) * (propagator Q t₀ * ((-Complex.I) • Q))
      = propagator Q t₀ * ((-Complex.I) • Q) * ((-Complex.I) • P) :=
    ((hasDerivAt_propagator Q t₀).const_mul ((-Complex.I) • P)).unique
      (((hasDerivAt_propagator Q t₀).mul_const ((-Complex.I) • P)).congr_of_eventuallyEq h1)
  rw [← mul_assoc, h1.self_of_nhds, mul_assoc, mul_assoc] at d
  have k := (Matrix.isUnit_exp _).mul_left_cancel d
  rw [smul_mul_smul_comm, smul_mul_smul_comm, neg_mul_neg, Complex.I_mul_I,
    neg_one_smul, neg_one_smul] at k
  exact neg_injective k

/-- Evolution under `B` for a time `2t` is evolution under `2B` for a time `t`. -/
theorem propagator_two_mul (B : Matrix n n ℂ) (t : ℝ) :
    propagator B (2 * t) = propagator (B + B) t := by
  unfold propagator
  rw [mul_comm 2 t, mul_smul, two_smul, ← smul_add]

/-- If reversing the sign of `A` halfway removes `A` from the evolution under `B + A` for all
half-echo times near some `t₀`, then `A` commutes with `B`. -/
theorem commute_of_refocusing (A B : Matrix n n ℂ) (t₀ : ℝ)
    (h : ∀ᶠ t in 𝓝 t₀,
      propagator (B - A) t * propagator (B + A) t = propagator B (2 * t)) :
    A * B = B * A := by
  have hs : B - A + (B + A) = B + B := by abel
  have k := commute_of_propagator_mul (B - A) (B + A) t₀ (by
    filter_upwards [h] with t ht
    rw [ht, hs, propagator_two_mul])
  have h2 : (2 : ℂ) • (A * B - B * A) = 0 := by
    rw [two_smul]
    calc A * B - B * A + (A * B - B * A)
        = (B + A) * (B - A) - (B - A) * (B + A) := by noncomm_ring
      _ = 0 := by rw [k, sub_self]
  exact sub_eq_zero.mp ((smul_eq_zero.mp h2).resolve_left two_ne_zero)

/-- Reversing the sign of `A` halfway removes `A` from the evolution under `B + A` at all times
exactly when `A` commutes with `B`. -/
theorem refocusing_iff_commute (A B : Matrix n n ℂ) :
    (∀ t : ℝ, propagator (B - A) t * propagator (B + A) t = propagator B (2 * t))
      ↔ A * B = B * A := by
  refine ⟨fun h => commute_of_refocusing A B 0 (Eventually.of_forall h), fun h t => ?_⟩
  have c : Commute (B - A) (B + A) := by
    change (B - A) * (B + A) = (B + A) * (B - A)
    simp only [mul_add, add_mul, mul_sub, sub_mul, h]
    abel
  have hs : B + B = B - A + (B + A) := by abel
  rw [propagator_two_mul, hs]
  unfold propagator
  rw [smul_add, smul_add]
  exact (Matrix.exp_add_of_commute _ _
    ((((c.smul_left (-Complex.I)).smul_right (-Complex.I)).smul_left t).smul_right t)).symm

end

end RefocusingIffCommute
```

Lean reports:

```
Main.lean:89:2: error: Type mismatch
  Eq.symm
    (exp_add_of_commute (t • -Complex.I • (B - A)) (t • -Complex.I • (B + A))
      (Commute.smul_right (Commute.smul_left (Commute.smul_right (Commute.smul_left c (-Complex.I)) (-Complex.I)) t) t))
has type
  NormedSpace.exp (t • -Complex.I • (B - A)) * NormedSpace.exp (t • -Complex.I • (B + A)) =
    NormedSpace.exp (t • -Complex.I • (B - A) + t • -Complex.I • (B + A))
but is expected to have type
  NormedSpace.exp (t • -Complex.I • (B - A)) * NormedSpace.exp (t • -Complex.I • B + t • -Complex.I • A) =
    NormedSpace.exp (t • -Complex.I • (B - A + (B + A)))
```

What went wrong. The error is in the converse, where the exponent on the right, `t • -Complex.I • (B - A + (B + A))`, has to be split into the exponents of the two half-evolutions. The two rewrites with `smul_add` were meant to do this, but without arguments `smul_add` fits any scalar multiple of a sum, and `rw` settles on one instance and rewrites only that. The first rewrite settled on `-Complex.I • (B + A)` in the second factor on the left, and the second then distributed `t` over the resulting sum. The message shows the outcome: the second factor is split into `B` and `A` parts, while the right-hand side is still whole. `Matrix.exp_add_of_commute` gives an equation with the second factor whole and the right-hand side split, so Lean reports a type mismatch.

The repair gives `smul_add` its arguments. The first rewrite can now only distribute `-Complex.I` over the sum of `B - A` and `B + A`, and the second only `t` over the result. Both act on the right-hand side alone, and the unchanged `exact` then fits.

This version goes through:

```diff
@@ -86,5 +86,6 @@
   rw [propagator_two_mul, hs]
   unfold propagator
-  rw [smul_add, smul_add]
+  rw [smul_add (-Complex.I) (B - A) (B + A),
+    smul_add t ((-Complex.I) • (B - A)) ((-Complex.I) • (B + A))]
   exact (Matrix.exp_add_of_commute _ _
     ((((c.smul_left (-Complex.I)).smul_right (-Complex.I)).smul_left t).smul_right t)).symm
```
